# For an even kernel, a minimum-image ring of at least 2n − 2 sites gives the isolated energy of n consecutive charges

To get the Hartree energy of an isolated molecule from FFTs, I copy the density into a longer, zero-padded periodic array and tabulate the interaction at minimum-image distances. I multiply the two transforms, transform back to get the potential, and sum it against the density with a factor ½. In one dimension, with density on $n$ consecutive sites, I expected to need $2n-1$ array sites, so that every separation from $-(n-1)$ to $n-1$ has its own entry. With $2n-2$ sites, the separations $n-1$ and $-(n-1)$ share one. Does that spoil the energy, and what happens with one site fewer still?

## The two longest separations may share an entry

Sharing does no harm, because an even interaction has the same value at both separations. With one site fewer, the two end charges see each other at the wrong distance.

Let charges $q_0,\dots,q_{n-1}$ sit on sites $0,\dots,n-1$, and let the real kernel satisfy $w(-k)=w(k)$. The isolated energy, self terms included, is

$$E=\tfrac12\sum_{i,j=0}^{n-1}q_iq_j\,w(i-j).$$

The energy $E_N$ on a ring of $N$ sites has $w(d_N(i-j))$ instead, with

$$d_N(k)=\min(k \bmod N,\;N-k\bmod N).$$

**At least $2n-2$ sites.** If $0<k\le N/2$, the two candidates for $d_N(k)$ are $k$ and $N-k\ge k$; for $-k$ they are the same two in the other order. So $d_N(\pm k)=k$, and $d_N(0)=0$. All separations obey $|i-j|\le n-1\le N/2$, hence $E_N=E$ term by term.

**Exactly $2n-3$ sites.** Separations up to $n-2$ are still at most $N/2$. But $-(n-1)=(n-2)-N$, so the end charges are at distance $\min(n-2,\,n-1)=n-2$. Their two terms, with the factor ½, give

$$E_N-E=q_0q_{n-1}\,[w(n-2)-w(n-1)].$$

This is nonzero whenever both end charges are nonzero and the two kernel values differ.

**Any ring with $N\ge1$.** Put unit charges on sites $0$ and $k<n$. The self terms agree, so the energies differ by $w(d_N(k))-w(k)$. Exactness for all charges therefore requires $w(d_N(k))=w(k)$ for every $k<n$, and this also suffices, term by term. If $w$ takes different values at different nonnegative distances, as a softened Coulomb repulsion does, then $N<2n-2$ fails at $k=n-1$, since $d_N(n-1)\le N/2<n-1$. Some condition on $w$ is needed here: a constant kernel is exact on every ring.

The same termwise argument applies to the potential $\sum_j q_j w(i-j)$: on the occupied sites it, too, is unchanged when $N\ge2n-2$.

## What the Lean statements say

`pairEnergy` is $E$, `ringEnergy` is $E_N$ and `minImage` is $d_N$. The kernel is `w : ℤ → ℝ`, with evenness as the hypothesis `hw`; grid spacing and units are absorbed into it. Charges are a function `q : ℕ → ℝ`, of which only the first `n` values enter. The size conditions appear as `2 * n ≤ N + 2` and `N + 3 = 2 * n`. The hypothesis `hinj` says that `w` separates nonnegative distances.

For electronic structure, this fixes the padding for an isolated Hartree energy in a one-dimensional model with point charges on grid sites. The kernel must be finite at zero distance, and each pair interacts through its nearest image only, not through a lattice sum over all images.

```lean
import Mathlib

open Finset

namespace MinimumImageRing

noncomputable section

/-- The minimum-image distance belonging to a separation `k` on a ring of `N ≥ 1` sites. -/
def minImage (N : ℕ) (k : ℤ) : ℤ := min (k % N) (N - k % N)

/-- The energy `½ ∑ᵢ ∑ⱼ qᵢ qⱼ w(i - j)` of charges on the sites `0, …, n - 1`,
self terms included. -/
def pairEnergy (w : ℤ → ℝ) (n : ℕ) (q : ℕ → ℝ) : ℝ :=
  1 / 2 * ∑ i ∈ range n, ∑ j ∈ range n, q i * q j * w ((i : ℤ) - (j : ℤ))

/-- The energy of the same charges on a ring of `N ≥ 1` sites, where the kernel is evaluated
at minimum-image distances. -/
def ringEnergy (w : ℤ → ℝ) (N n : ℕ) (q : ℕ → ℝ) : ℝ :=
  pairEnergy (fun k => w (minImage N k)) n q

/-- A charge `a` on site `0` and a charge `b` on site `k`, added if the sites coincide. -/
def twoCharges (k : ℕ) (a b : ℝ) (i : ℕ) : ℝ :=
  (if i = 0 then a else 0) + (if i = k then b else 0)

/-- If `k` differs from `r` by whole turns of the ring and `0 ≤ r < N`, its minimum-image
distance is the smaller of `r` and `N - r`. -/
theorem minImage_eq_min {N : ℕ} {k : ℤ} (r m : ℤ) (h0 : 0 ≤ r) (h1 : r < N)
    (h : k = r + N * m) : minImage N k = min r (N - r) := by
  unfold minImage
  rw [h, Int.add_mul_emod_self_left, Int.emod_eq_of_lt h0 h1]

/-- On a ring with at least one site, the minimum-image distance is the least distance
`|k + N m|` over all periodic images `m`. -/
theorem minImage_isLeast {N : ℕ} (hN : 0 < N) (k : ℤ) :
    IsLeast (Set.range fun m : ℤ => |k + N * m|) (minImage N k) := by
  have hN' : (0 : ℤ) < N := by exact_mod_cast hN
  have h0 := Int.emod_nonneg k hN'.ne'
  have h1 := Int.emod_lt_of_pos k hN'
  have hd := Int.emod_def k N
  unfold minImage
  generalize k % (N : ℤ) = r at *
  generalize k / (N : ℤ) = s at *
  constructor
  · rcases le_total r (N - r) with h | h
    · refine ⟨-s, ?_⟩
      have e : k + N * -s = r := by linear_combination -hd
      simp only [e]
      rw [min_eq_left h, abs_of_nonneg h0]
    · refine ⟨-s - 1, ?_⟩
      have e : k + N * (-s - 1) = r - N := by linear_combination -hd
      simp only [e]
      rw [min_eq_right h, abs_of_neg (by linarith)]
      ring
  · rintro _ ⟨m, rfl⟩
    rcases le_or_gt 0 (s + m) with ht | ht
    · have h2 := mul_nonneg hN'.le ht
      have h3 : r ≤ k + N * m := by linarith
      exact (min_le_left _ _).trans (h3.trans (le_abs_self _))
    · have h2 : (N : ℤ) * (s + m + 1) ≤ 0 := by nlinarith
      have h3 : (N : ℤ) - r ≤ -(k + N * m) := by linarith
      exact (min_le_right _ _).trans (h3.trans (neg_le_abs _))

/-- On a ring with at least one site, opposite separations have the same minimum-image
distance. -/
theorem minImage_neg {N : ℕ} (hN : 0 < N) (k : ℤ) : minImage N (-k) = minImage N k := by
  have hN' : (0 : ℤ) < N := by exact_mod_cast hN
  have h0 := Int.emod_nonneg k hN'.ne'
  have h1 := Int.emod_lt_of_pos k hN'
  have hd := Int.emod_def k N
  rcases h0.eq_or_lt with h | h
  · rw [minImage_eq_min 0 (-(k / N)) le_rfl hN' (by linarith), minImage, ← h]
  · rw [minImage_eq_min (N - k % N) (-(k / N) - 1) (by linarith) (by linarith)
      (by linarith), minImage, sub_sub_cancel, min_comm]

/-- A separation of at most half the ring is left unchanged in magnitude by the
minimum-image rule. -/
theorem minImage_eq_abs {N : ℕ} {k : ℤ} (h : 2 * |k| ≤ N) : minImage N k = |k| := by
  rcases lt_trichotomy k 0 with hk | rfl | hk
  · rw [abs_of_neg hk] at *
    rw [minImage_eq_min (k + N) (-1) (by omega) (by omega) (by ring)]
    omega
  · simp [minImage]
  · rw [abs_of_pos hk] at *
    rw [minImage_eq_min k 0 (by omega) (by omega) (by ring)]
    omega

/-- The energy of charges `a` on site `0` and `b` on site `k`, both among the `n` sites:
self terms plus the interaction averaged over both directions. -/
theorem pairEnergy_twoCharges (u : ℤ → ℝ) {n k : ℕ} (hk : k < n) (a b : ℝ) :
    pairEnergy u n (twoCharges k a b) =
      (a ^ 2 + b ^ 2) / 2 * u 0 + a * b * ((u k + u (-k)) / 2) := by
  have h0 : 0 < n := by omega
  have key : ∀ f : ℕ → ℝ,
      ∑ i ∈ range n, twoCharges k a b i * f i = a * f 0 + b * f k := by
    intro f
    simp only [twoCharges, add_mul, ite_mul, zero_mul, sum_add_distrib, sum_ite_eq',
      mem_range, h0, hk, ↓reduceIte]
  unfold pairEnergy
  simp_rw [mul_assoc, ← Finset.mul_sum, key]
  simp only [Nat.cast_zero, sub_self, sub_zero, zero_sub]
  ring

/-- For an even kernel and `N = 2n - 3`, the ring energy differs from the isolated energy
by `q₀ qₙ₋₁ (w(n-2) - w(n-1))`. -/
theorem ringEnergy_one_site_short {w : ℤ → ℝ} (hw : ∀ k, w (-k) = w k) {N n : ℕ}
    (h : N + 3 = 2 * n) (q : ℕ → ℝ) :
    ringEnergy w N n q =
      pairEnergy w n q + q 0 * q (n - 1) * (w ((n : ℤ) - 2) - w ((n : ℤ) - 1)) := by
  obtain ⟨L, rfl⟩ : ∃ L, n = L + 1 := ⟨n - 1, by omega⟩
  have hL : L ≠ 0 := by omega
  have c1 : ((L + 1 : ℕ) : ℤ) - 1 = L := by push_cast; ring
  have c2 : ((L + 1 : ℕ) : ℤ) - 2 = L - 1 := by push_cast; ring
  rw [c1, c2, Nat.add_sub_cancel]
  -- the two end charges see each other the short way round
  have m1 : minImage N (-(L : ℤ)) = L - 1 := by
    rw [minImage_eq_min ((L : ℤ) - 1) (-1) (by omega) (by omega) (by omega)]
    omega
  have m2 : minImage N (L : ℤ) = L - 1 := by rw [← minImage_neg (by omega), m1]
  have pt : ∀ i ∈ range (L + 1), ∀ j ∈ range (L + 1),
      q i * q j * w (minImage N ((i : ℤ) - (j : ℤ))) = q i * q j * w ((i : ℤ) - (j : ℤ)) +
        ((if j = L then (if i = 0 then q i * q j * (w (L - 1) - w L) else 0) else 0) +
         (if j = 0 then (if i = L then q i * q j * (w (L - 1) - w L) else 0) else 0)) := by
    intro i hi j hj
    rw [mem_range] at hi hj
    by_cases h1 : i = 0 ∧ j = L
    · obtain ⟨rfl, rfl⟩ := h1
      simp only [Nat.cast_zero, zero_sub, m1, hw, hL, ↓reduceIte]
      ring
    by_cases h2 : i = L ∧ j = 0
    · obtain ⟨rfl, rfl⟩ := h2
      simp only [Nat.cast_zero, sub_zero, m2, hL.symm, ↓reduceIte]
      ring
    -- every other pair is at most half the ring apart
    have hd : |(i : ℤ) - (j : ℤ)| ≤ L - 1 := abs_le.mpr ⟨by omega, by omega⟩
    have he : w |(i : ℤ) - (j : ℤ)| = w ((i : ℤ) - (j : ℤ)) := by
      rcases abs_choice ((i : ℤ) - (j : ℤ)) with e | e
      · rw [e]
      · rw [e, hw]
    rw [minImage_eq_abs (by omega), he, ← ite_and, ← ite_and,
      if_neg (show ¬(j = L ∧ i = 0) by omega), if_neg (show ¬(j = 0 ∧ i = L) by omega)]
    ring
  have hl : L < L + 1 := by omega
  have h0 : 0 < L + 1 := by omega
  simp only [ringEnergy, pairEnergy]
  rw [sum_congr rfl (fun i hi => sum_congr rfl (pt i hi))]
  simp only [sum_add_distrib, sum_ite_eq', mem_range, hl, h0, ↓reduceIte]
  ring

/-- For an even kernel, a ring with `N ≥ 2n - 2` reproduces the isolated energy for all
charges. With `N = 2n - 3` and `w(n-1) ≠ w(n-2)` it fails whenever both end charges are
nonzero. -/
theorem ring_size_criterion {w : ℤ → ℝ} (hw : ∀ k, w (-k) = w k) (n : ℕ) :
    (∀ N : ℕ, 2 * n ≤ N + 2 → ∀ q, ringEnergy w N n q = pairEnergy w n q) ∧
    (∀ N : ℕ, N + 3 = 2 * n → w ((n : ℤ) - 1) ≠ w ((n : ℤ) - 2) →
      ∀ q : ℕ → ℝ, q 0 ≠ 0 → q (n - 1) ≠ 0 → ringEnergy w N n q ≠ pairEnergy w n q) := by
  constructor
  · intro N hN q
    simp only [ringEnergy, pairEnergy]
    congr 1
    refine sum_congr rfl fun i hi => sum_congr rfl fun j hj => ?_
    rw [mem_range] at hi hj
    have hd : |(i : ℤ) - (j : ℤ)| ≤ n - 1 := abs_le.mpr ⟨by omega, by omega⟩
    rw [minImage_eq_abs (by omega)]
    rcases abs_choice ((i : ℤ) - (j : ℤ)) with e | e
    · rw [e]
    · rw [e, hw]
  · intro N hN hne q h0 h1 heq
    rw [ringEnergy_one_site_short hw hN] at heq
    exact mul_ne_zero (mul_ne_zero h0 h1) (sub_ne_zero.mpr hne.symm) (by linarith)

/-- For an even kernel and a ring with at least one site, the ring energy is exact for all
charges if and only if the kernel agrees at `k` and at its minimum image for all `k < n`. -/
theorem ring_exact_iff {w : ℤ → ℝ} (hw : ∀ k, w (-k) = w k) {N : ℕ} (hN : 0 < N) (n : ℕ) :
    (∀ q, ringEnergy w N n q = pairEnergy w n q) ↔
      ∀ k : ℕ, k < n → w (minImage N k) = w k := by
  constructor
  · intro h k hk
    -- probe the kernel with two unit charges
    have h2 := h (twoCharges k 1 1)
    have hz : minImage N 0 = 0 := by simp [minImage]
    rw [ringEnergy, pairEnergy_twoCharges _ hk, pairEnergy_twoCharges _ hk] at h2
    simp only [minImage_neg hN, hw, hz] at h2
    linarith
  · intro h q
    simp only [ringEnergy, pairEnergy]
    congr 1
    refine sum_congr rfl fun i hi => sum_congr rfl fun j hj => ?_
    rw [mem_range] at hi hj
    congr 1
    rcases le_total j i with hij | hij
    · rw [← Nat.cast_sub hij]
      exact h _ (by omega)
    · rw [← neg_sub (j : ℤ) (i : ℤ), minImage_neg hN, hw, ← Nat.cast_sub hij]
      exact h _ (by omega)

/-- For an even kernel that takes different values at different nonnegative distances, a ring
with at least one site is exact for all charges if and only if `N ≥ 2n - 2`. -/
theorem ring_exact_iff_size {w : ℤ → ℝ} (hw : ∀ k, w (-k) = w k)
    (hinj : Set.InjOn w (Set.Ici 0)) {N : ℕ} (hN : 0 < N) (n : ℕ) :
    (∀ q, ringEnergy w N n q = pairEnergy w n q) ↔ 2 * n ≤ N + 2 := by
  refine ⟨fun h => ?_, fun h => (ring_size_criterion hw n).1 N h⟩
  by_contra hlt
  have hN' : (0 : ℤ) < N := by exact_mod_cast hN
  have h0 := Int.emod_nonneg ((n - 1 : ℕ) : ℤ) hN'.ne'
  have h1 := Int.emod_lt_of_pos ((n - 1 : ℕ) : ℤ) hN'
  have hk := (ring_exact_iff hw hN n).1 h (n - 1) (by omega)
  have hpos : 0 ≤ minImage N ((n - 1 : ℕ) : ℤ) := le_min h0 (by linarith)
  have heq := hinj (Set.mem_Ici.mpr hpos) (Set.mem_Ici.mpr (Int.natCast_nonneg _)) hk
  -- a minimum-image distance never exceeds half the ring
  have ha : minImage N ((n - 1 : ℕ) : ℤ) ≤ ((n - 1 : ℕ) : ℤ) % N := min_le_left _ _
  have hb : minImage N ((n - 1 : ℕ) : ℤ) ≤ N - ((n - 1 : ℕ) : ℤ) % N := min_le_right _ _
  have hhalf : 2 * ((n - 1 : ℕ) : ℤ) ≤ N := by linarith
  omega

end

end MinimumImageRing
```

```lean
#print axioms MinimumImageRing.minImage_isLeast
#print axioms MinimumImageRing.ring_exact_iff
#print axioms MinimumImageRing.ring_exact_iff_size
```

```
'MinimumImageRing.minImage_isLeast' depends on axioms: [propext, Classical.choice, Quot.sound]
'MinimumImageRing.ring_exact_iff' depends on axioms: [propext, Classical.choice, Quot.sound]
'MinimumImageRing.ring_exact_iff_size' depends on axioms: [propext, Classical.choice, Quot.sound]
```

## From the distances to the energies

`minImage_isLeast` confirms that `minImage` is the smallest $|k+Nm|$ over all integers $m$. `minImage_eq_abs` is the half-ring step, and the first part of `ring_size_criterion` applies it to each term with `sum_congr`.

In `ringEnergy_one_site_short`, `n` is written as `L + 1`. The facts `m1` and `m2` give the shortened end-to-end distance, and `pt` writes each ring term as the isolated term plus a correction that is present only for the two end pairs. Summing gives the error formula, from which the second part of `ring_size_criterion` follows.

`pairEnergy_twoCharges` evaluates the energy of the test charges, which `ring_exact_iff` uses for necessity. `ring_exact_iff_size` then takes `k = n - 1`: injectivity turns equal kernel values into equal distances, and `hhalf` bounds that distance by half the ring.
